# The bounce path of a cubic barrier solves the imaginary-time equation of motion at zero energy

A particle of mass m > 0 has the potential U(x) = (m w² x²/2)(1 − x/x₀), with x₀ > 0 and w any real number. The theorem `bounce_motion` says that the path x(t) = x₀/cosh²(wt/2), with t the imaginary time, has the stated velocity v(t), and that v has derivative U′(x(t))/m, which is Newton's equation in the inverted potential −U. It also says that the energy of this motion, m v²/2 − U(x), is zero at every t. The proof gets the two derivatives from the quotient rule, and the energy by putting sinh² = cosh² − 1 into the explicit formulas and clearing denominators.

Lean 4 with Mathlib refuses this proof:

```lean
import Mathlib

open Set Real

namespace CubicBarrier

noncomputable section

/-- The cubic potential with a well of frequency `w` at the origin and a second zero at `x0`. -/
def cubicU (m w x0 x : ℝ) : ℝ := m * w ^ 2 * x ^ 2 / 2 * (1 - x / x0)

/-- The bounce path in imaginary time `t`. -/
def bouncePath (w x0 t : ℝ) : ℝ := x0 / cosh (w * t / 2) ^ 2

/-- The velocity along the bounce path. -/
def bounceVelocity (w x0 t : ℝ) : ℝ := -w * x0 * sinh (w * t / 2) / cosh (w * t / 2) ^ 3

/-- The slope of the cubic potential. -/
theorem hasDerivAt_cubicU (m w x0 x : ℝ) :
    HasDerivAt (cubicU m w x0) (m * w ^ 2 * x - 3 * m * w ^ 2 / (2 * x0) * x ^ 2) x := by
  have e : cubicU m w x0 = fun y => m * w ^ 2 / 2 * y ^ 2 - m * w ^ 2 / (2 * x0) * y ^ 3 := by
    funext y
    unfold cubicU
    ring
  rw [e]
  refine (((hasDerivAt_pow 2 x).const_mul (m * w ^ 2 / 2)).fun_sub
    ((hasDerivAt_pow 3 x).const_mul (m * w ^ 2 / (2 * x0)))).congr_deriv ?_
  push_cast
  ring

/-- The bounce path obeys Newton's equation in the inverted potential, with zero total energy. -/
theorem bounce_motion (w t : ℝ) {m x0 : ℝ} (hm : 0 < m) (h0 : 0 < x0) :
    HasDerivAt (bouncePath w x0) (bounceVelocity w x0 t) t ∧
    HasDerivAt (bounceVelocity w x0) (deriv (cubicU m w x0) (bouncePath w x0 t) / m) t ∧
    m * bounceVelocity w x0 t ^ 2 / 2 - cubicU m w x0 (bouncePath w x0 t) = 0 := by
  have hne : x0 ≠ 0 := h0.ne'
  have hm' : m ≠ 0 := hm.ne'
  have hθ : HasDerivAt (fun s : ℝ => w * s / 2) (w / 2) t := by
    simpa using ((hasDerivAt_id' t).const_mul w).div_const 2
  have hC : cosh (w * t / 2) ≠ 0 := (cosh_pos _).ne'
  have hS : sinh (w * t / 2) ^ 2 = cosh (w * t / 2) ^ 2 - 1 := by
    rw [cosh_sq]
    ring
  refine ⟨?_, ?_, ?_⟩
  · refine ((hasDerivAt_const t x0).fun_div (hθ.cosh.fun_pow 2)
      (pow_ne_zero 2 hC)).congr_deriv ?_
    simp only [bounceVelocity, Nat.cast_ofNat, Nat.reduceSub, pow_one]
    generalize cosh (w * t / 2) = C at hC ⊢
    field_simp
    ring
  · refine ((hθ.sinh.const_mul (-w * x0)).fun_div (hθ.cosh.fun_pow 3)
      (pow_ne_zero 3 hC)).congr_deriv ?_
    rw [(hasDerivAt_cubicU m w x0 _).deriv]
    simp only [bouncePath, Nat.cast_ofNat, Nat.reduceSub]
    generalize cosh (w * t / 2) = C at hC hS ⊢
    generalize sinh (w * t / 2) = S at hS ⊢
    trans -(w ^ 2 * x0 / 2) * (C ^ 2 - 3 * S ^ 2) / C ^ 4
    · field_simp
      ring
    · rw [hS]
      field_simp
      ring
  · simp only [bounceVelocity, bouncePath, cubicU]
    generalize cosh (w * t / 2) = C at hC hS ⊢
    generalize sinh (w * t / 2) = S at hS ⊢
    have e : (-w * x0 * S / C ^ 3) ^ 2 = w ^ 2 * x0 ^ 2 * S ^ 2 / C ^ 6 := by ring
    rw [e, hS]
    field_simp

end

end CubicBarrier
```

The error:

```
Main.lean:63:2: error: unsolved goals
case refine_3
w t m x0 : ℝ
hm : 0 < m
h0 : 0 < x0
hne : x0 ≠ 0
hm' : m ≠ 0
hθ : HasDerivAt (fun s => w * s / 2) (w / 2) t
C : ℝ
hC : C ≠ 0
S : ℝ
hS : S ^ 2 = C ^ 2 - 1
e : (-w * x0 * S / C ^ 3) ^ 2 = w ^ 2 * x0 ^ 2 * S ^ 2 / C ^ 6
⊢ m * w ^ 2 * x0 ^ 2 * (C ^ 2 - 1) * (1 - 1) = C ^ 6 * 2 * 0
```

Diagnosis. The one error is in the third part, the zero of the energy. The message says that a goal is still open when the commands of that part have run out. The last of them, `field_simp`, has cleared the denominators and brought the kinetic and potential terms together over their common factor, so that their difference shows as `(1 - 1)`. What remains is `m * w ^ 2 * x0 ^ 2 * (C ^ 2 - 1) * (1 - 1) = C ^ 6 * 2 * 0`, where `C` stands for the hyperbolic cosine. This is true, as both sides are zero, but `field_simp` left the `1 - 1` and the product with `0` unevaluated, and so did not close the goal.

The repair adds `ring` after `field_simp`. It works out both sides as polynomials, finds zero for each, and closes the goal. No further hypothesis is needed, and the statement is unchanged.

As a diff, the version that Lean accepts:

```diff
@@ -67,4 +67,5 @@
     rw [e, hS]
     field_simp
+    ring
 
 end
```
